# Two Cholesky-QR steps with relative overlap error at most ε and exact solves: if εκ² ≤ 1/4, the final loss of orthogonality is at most 2ε/(1 − 2ε)

In my plane-wave eigensolver I orthonormalise the block of trial orbitals after each update: I form the overlap matrix, take its Cholesky factor $R$, and solve $QR=A$ for the new orbitals $Q$. When the trial orbitals are nearly dependent, $Q$ is visibly non-orthogonal, because the overlap has the squared condition number of $A$. Running the same routine again on $Q$ repairs it. But the second pass makes the same kind of error in its own overlap. Why doesn't it suffer the same amplification?

## The second pass sees a squared condition number of at most 2

The amplification factor belongs to the orbitals that enter a pass, and if $\varepsilon\kappa^2\le1/4$ the first pass already hands over well-conditioned ones, even if they are not orthonormal.

Let $A$ map a non-zero finite-dimensional coefficient space injectively to a Hilbert space; its columns are the trial orbitals. Let $\sigma$ be the minimum of $\|Ax\|$ over unit vectors and $\kappa^2=(\|A\|/\sigma)^2$. Write $R^*R=A^*A+E$ with $\|E\|\le\varepsilon\|A\|^2$, and set $t=\varepsilon\kappa^2$, so that $\|E\|\le t\sigma^2$. Here $\varepsilon$ bounds the rounding error made in forming and factorising the overlap, relative to $\|A\|^2$.

**$R$ is invertible if $t<1$.** For every $x$,
$$\|Rx\|^2=\|Ax\|^2+\langle x,Ex\rangle\ge\sigma^2(1-t)\|x\|^2 .$$
So $R$ is injective, hence bijective in finite dimension, and $\|R^{-1}\|^2\le 1/(\sigma^2(1-t))$.

**First pass.** With $Q=AR^{-1}$,
$$Q^*Q-1=(R^{-1})^*(A^*A-R^*R)R^{-1}=-(R^{-1})^*ER^{-1},$$
$$\|Q^*Q-1\|\le\frac{t\sigma^2}{\sigma^2(1-t)}=\frac{t}{1-t}.$$

**Conditioning of $Q$.** If $t\le 1/4$, this is at most $\delta=1/3$. Then $(1-\delta)\|y\|^2\le\|Qy\|^2\le(1+\delta)\|y\|^2$, so $Q$ is injective and
$$\kappa^2(Q)\le\frac{1+\delta}{1-\delta}=2 .$$

**Second pass.** Apply the same step to $Q$, now with an overlap error of at most $\varepsilon\|Q\|^2$, and call the new orbitals $Q_2$. Since $0\le\|E\|\le\varepsilon\|A\|^2$ and $\|A\|>0$, we have $\varepsilon\ge0$. Since $\kappa^2\ge1$, also $\varepsilon\le t\le1/4$. Hence $\varepsilon\kappa^2(Q)\le2\varepsilon\le1/2$. The function $u/(1-u)$ increases on $[0,1)$, so the first-pass bound applied to $Q$ gives
$$\|Q_2^*Q_2-1\|\le\frac{2\varepsilon}{1-2\varepsilon}.$$

For example, $\varepsilon=10^{-14}$ and $\kappa^2=10^{13}$ allow a loss of about $0.11$ after one pass, but only about $2\times10^{-14}$ after two.

In the Lean file, `V` is the coefficient space and `H` the orbital space, which may be infinite-dimensional. `overlap A` is $A^*A$, `sigmaMin A` is $\sigma$, `condSq A` is $\kappa^2$, and all norms of operators are operator norms. `Step ε A Q R` says that the overlap error is at most $\varepsilon\|A\|^2$ and that $QR=A$. The main theorem, `choleskyQR2`, takes an injective `A`, the condition `ε * condSq A ≤ 1 / 4` and two such steps, and returns the four conclusions above.

This supports the two-pass orthonormalisation of a block eigensolver within a model where the triangular solve is exact and the overlap error bound is assumed, not derived from floating-point arithmetic. The existence of a computed $R$ is also assumed; its invertibility is proved. `R` need not be triangular, so the bounds hold for any factor that meets the same error condition.

```lean
import Mathlib

open Function

namespace CholeskyQR

noncomputable section

variable {V H G : Type*}
  [NormedAddCommGroup V] [InnerProductSpace ℂ V] [CompleteSpace V]
  [NormedAddCommGroup H] [InnerProductSpace ℂ H] [CompleteSpace H]
  [NormedAddCommGroup G] [InnerProductSpace ℂ G] [CompleteSpace G]

/-- The overlap operator `A*A` of the orbitals that form the columns of `A`. -/
def overlap (A : V →L[ℂ] H) : V →L[ℂ] V := (ContinuousLinearMap.adjoint A) ∘L A

/-- The smallest singular value: the infimum of `‖A x‖` over unit vectors `x` of a non-zero
space. -/
def sigmaMin (A : V →L[ℂ] H) : ℝ := ⨅ x : Metric.sphere (0 : V) 1, ‖A x‖

/-- The squared condition number, for `A` with non-zero smallest singular value. -/
def condSq (A : V →L[ℂ] H) : ℝ := (‖A‖ / sigmaMin A) ^ 2

/-- One Cholesky-QR step: `R*R` reproduces the overlap of `A` up to an error of norm at most
`ε ‖A‖²`, and the new orbitals `Q` solve `Q R = A`. -/
def Step (ε : ℝ) (A Q : V →L[ℂ] H) (R : V →L[ℂ] V) : Prop :=
  ‖overlap R - overlap A‖ ≤ ε * ‖A‖ ^ 2 ∧ Q ∘L R = A

omit [CompleteSpace V] [CompleteSpace H] in
/-- On a non-zero space, `c` is at most the smallest singular value exactly when `‖A x‖` is at least
`c ‖x‖` for every `x`. -/
theorem le_sigmaMin_iff [Nontrivial V] (A : V →L[ℂ] H) (c : ℝ) :
    c ≤ sigmaMin A ↔ ∀ x, c * ‖x‖ ≤ ‖A x‖ := by
  have unit : ∀ x : V, x ≠ 0 → ‖((‖x‖ : ℂ)⁻¹ • x)‖ = 1 := fun x hx => by
    rw [norm_smul, norm_inv, Complex.norm_real, norm_norm,
      inv_mul_cancel₀ (norm_pos_iff.2 hx).ne']
  constructor
  · intro h x
    rcases eq_or_ne x 0 with rfl | hx
    · simp
    have h1 : sigmaMin A ≤ ‖A ((‖x‖ : ℂ)⁻¹ • x)‖ :=
      ciInf_le (f := fun y : Metric.sphere (0 : V) 1 => ‖A y‖)
        ⟨0, by rintro _ ⟨y, rfl⟩; exact norm_nonneg _⟩
        ⟨_, mem_sphere_zero_iff_norm.2 (unit x hx)⟩
    rw [map_smul, norm_smul, norm_inv, Complex.norm_real, norm_norm, inv_mul_eq_div] at h1
    exact (le_div_iff₀ (norm_pos_iff.2 hx)).1 (h.trans h1)
  · intro h
    obtain ⟨x, hx⟩ := exists_ne (0 : V)
    have : Nonempty (Metric.sphere (0 : V) 1) :=
      ⟨⟨_, mem_sphere_zero_iff_norm.2 (unit x hx)⟩⟩
    refine le_ciInf fun y => ?_
    have h2 := h y
    rwa [mem_sphere_zero_iff_norm.1 y.2, mul_one] at h2

omit [CompleteSpace V] [CompleteSpace H] in
/-- On a non-zero finite-dimensional space, the columns of `A` are linearly independent exactly
when the smallest singular value is positive. -/
theorem injective_iff_sigmaMin_pos [Nontrivial V] [FiniteDimensional ℂ V] (A : V →L[ℂ] H) :
    Injective A ↔ 0 < sigmaMin A := by
  constructor
  · intro h
    obtain ⟨K, hK, hA⟩ :=
      (A : V →ₗ[ℂ] H).exists_antilipschitzWith (LinearMap.ker_eq_bot.2 h)
    have hK' : (0 : ℝ) < K := by exact_mod_cast hK
    refine lt_of_lt_of_le (inv_pos.2 hK') ((le_sigmaMin_iff A _).2 fun x => ?_)
    have h1 : ‖x‖ ≤ K * ‖A x‖ := by simpa using hA.le_mul_dist x 0
    rw [inv_mul_eq_div, div_le_iff₀ hK']
    linarith
  · intro h
    refine (injective_iff_map_eq_zero A).2 fun x hx => ?_
    have h1 := (le_sigmaMin_iff A _).1 le_rfl x
    rw [hx, norm_zero] at h1
    exact norm_le_zero_iff.1 (by nlinarith [norm_nonneg x])

/-- Matrix elements of the overlap operator are inner products of the orbitals. -/
theorem inner_overlap (A : V →L[ℂ] H) (x y : V) :
    inner ℂ (overlap A x) y = inner ℂ (A x) (A y) :=
  ContinuousLinearMap.adjoint_inner_left A y (A x)

/-- The squared lengths of `R x` and `A x` differ by at most the norm of the difference of the
overlaps, times `‖x‖²`. -/
theorem abs_norm_sq_sub_le (R : V →L[ℂ] G) (A : V →L[ℂ] H) (x : V) :
    |‖R x‖ ^ 2 - ‖A x‖ ^ 2| ≤ ‖overlap R - overlap A‖ * ‖x‖ ^ 2 := by
  have h : inner ℂ ((overlap R - overlap A) x) x = ((‖R x‖ ^ 2 - ‖A x‖ ^ 2 : ℝ) : ℂ) := by
    rw [sub_apply, inner_sub_left, inner_overlap, inner_overlap,
      inner_self_eq_norm_sq_to_K, inner_self_eq_norm_sq_to_K]
    simp
  calc |‖R x‖ ^ 2 - ‖A x‖ ^ 2| = ‖inner ℂ ((overlap R - overlap A) x) x‖ := by
        rw [h, Complex.norm_real, Real.norm_eq_abs]
    _ ≤ ‖(overlap R - overlap A) x‖ * ‖x‖ := norm_inner_le_norm _ _
    _ ≤ ‖overlap R - overlap A‖ * ‖x‖ * ‖x‖ := by
        gcongr
        exact ContinuousLinearMap.le_opNorm _ x
    _ = _ := by ring

variable [Nontrivial V] [FiniteDimensional ℂ V] {ε : ℝ} {A Q Q₂ : V →L[ℂ] H} {R R₂ : V →L[ℂ] V}

/-- For independent columns and `ε κ² < 1` the factor `R` is invertible, with an explicit lower
bound on `‖R x‖²`. -/
theorem factor_bijective (hA : Injective A) (h : Step ε A Q R) (ht : ε * condSq A < 1) :
    Bijective R ∧ ∀ x, sigmaMin A ^ 2 * (1 - ε * condSq A) * ‖x‖ ^ 2 ≤ ‖R x‖ ^ 2 := by
  have hs := (injective_iff_sigmaMin_pos A).1 hA
  have key : sigmaMin A ^ 2 * condSq A = ‖A‖ ^ 2 := by
    have := hs.ne'
    unfold condSq
    field_simp
  have low : ∀ x, sigmaMin A ^ 2 * (1 - ε * condSq A) * ‖x‖ ^ 2 ≤ ‖R x‖ ^ 2 := fun x => by
    have h1 := (abs_le.1 (abs_norm_sq_sub_le R A x)).1
    have h2 := pow_le_pow_left₀ (by positivity) ((le_sigmaMin_iff A _).1 le_rfl x) 2
    have h3 := mul_le_mul_of_nonneg_right h.1 (sq_nonneg ‖x‖)
    rw [← key] at h3
    linarith
  have inj : Injective R := (injective_iff_map_eq_zero R).2 fun x hx => by
    have h1 := low x
    have h2 : 0 < sigmaMin A ^ 2 * (1 - ε * condSq A) := mul_pos (by positivity) (by linarith)
    rw [hx, norm_zero] at h1
    by_contra hne
    have h3 := mul_pos h2 (pow_pos (norm_pos_iff.2 hne) 2)
    linarith
  exact ⟨⟨inj, (LinearMap.injective_iff_surjective (f := (R : V →ₗ[ℂ] V))).1 inj⟩, low⟩

/-- For independent columns and `ε κ² < 1`, the overlap of the new orbitals after one step
deviates from the identity by at most `ε κ²/(1 - ε κ²)` in norm. -/
theorem step_bound (hA : Injective A) (h : Step ε A Q R) (ht : ε * condSq A < 1) :
    ‖overlap Q - 1‖ ≤ ε * condSq A / (1 - ε * condSq A) := by
  obtain ⟨hR, low⟩ := factor_bijective hA h ht
  have hσ := (injective_iff_sigmaMin_pos A).1 hA
  have key : ε * ‖A‖ ^ 2 = sigmaMin A ^ 2 * (ε * condSq A) := by
    have := hσ.ne'
    unfold condSq
    field_simp
  have hE := h.1
  rw [key] at hE
  have hs : 0 < sigmaMin A ^ 2 := by positivity
  generalize ε * condSq A = t at *
  generalize sigmaMin A ^ 2 = s at *
  have ht0 : 0 ≤ t := le_of_mul_le_mul_left (by linarith [norm_nonneg (overlap R - overlap A)]) hs
  have hQ : ∀ x, Q (R x) = A x := fun x => DFunLike.congr_fun h.2 x
  refine ContinuousLinearMap.opNorm_le_bound _ (div_nonneg ht0 (by linarith)) fun y => ?_
  obtain ⟨x, rfl⟩ := hR.2 y
  obtain ⟨w, hw⟩ := hR.2 ((overlap Q - 1) (R x))
  -- the deviation of `Q*Q` from the identity is the overlap error seen through `R`
  have e : inner ℂ ((overlap Q - 1) (R x)) (R w)
      = -inner ℂ ((overlap R - overlap A) x) w := by
    simp only [sub_apply, one_apply_eq_self, inner_sub_left,
      inner_overlap, hQ]
    ring
  rw [← hw] at e ⊢
  have n1 : ‖R w‖ ^ 2 ≤ s * t * (‖x‖ * ‖w‖) := by
    calc ‖R w‖ ^ 2 = ‖inner ℂ (R w) (R w)‖ := by rw [inner_self_eq_norm_sq_to_K]; simp
      _ = ‖inner ℂ ((overlap R - overlap A) x) w‖ := by rw [e, norm_neg]
      _ ≤ ‖(overlap R - overlap A) x‖ * ‖w‖ := norm_inner_le_norm _ _
      _ ≤ s * t * ‖x‖ * ‖w‖ := by
          gcongr
          exact ContinuousLinearMap.le_of_opNorm_le _ hE x
      _ = _ := by ring
  have hc : 0 < s * (1 - t) := mul_pos hs (by linarith)
  have n2 : s * (1 - t) * (‖x‖ * ‖w‖) ≤ ‖R x‖ * ‖R w‖ := by
    rw [← sq_le_sq₀ (by positivity) (by positivity)]
    have := mul_le_mul (low x) (low w) (by positivity) (by positivity)
    linarith
  rw [div_mul_eq_mul_div, le_div_iff₀ (by linarith)]
  rcases (norm_nonneg (R w)).eq_or_lt with h0 | h0
  · rw [← h0, zero_mul]
    positivity
  · refine le_of_mul_le_mul_right ?_ h0
    have h1 := mul_le_mul_of_nonneg_left n1 (by linarith : 0 ≤ 1 - t)
    have h2 := mul_le_mul_of_nonneg_left n2 ht0
    linarith

/-- Orbitals whose overlap is within `δ < 1` of the identity are independent, with squared
condition number at most `(1 + δ)/(1 - δ)`. -/
theorem condSq_le_of_overlap {δ : ℝ} (hQ : ‖overlap Q - 1‖ ≤ δ) (hδ : δ < 1) :
    Injective Q ∧ condSq Q ≤ (1 + δ) / (1 - δ) := by
  have hδ0 : 0 ≤ δ := (norm_nonneg _).trans hQ
  have h1 : overlap (1 : V →L[ℂ] V) = 1 := by
    unfold overlap
    rw [← ContinuousLinearMap.star_eq_adjoint, star_one]
    rfl
  have b : ∀ x, |‖Q x‖ ^ 2 - ‖x‖ ^ 2| ≤ δ * ‖x‖ ^ 2 := fun x => by
    have h2 := abs_norm_sq_sub_le Q (1 : V →L[ℂ] V) x
    rw [h1, one_apply_eq_self] at h2
    exact h2.trans (mul_le_mul_of_nonneg_right hQ (sq_nonneg _))
  have up : ‖Q‖ ≤ √(1 + δ) :=
    ContinuousLinearMap.opNorm_le_bound _ (Real.sqrt_nonneg _) fun x => by
      rw [← sq_le_sq₀ (norm_nonneg _) (by positivity), mul_pow, Real.sq_sqrt (by linarith)]
      linarith [(abs_le.1 (b x)).2]
  have lo : √(1 - δ) ≤ sigmaMin Q := (le_sigmaMin_iff Q _).2 fun x => by
    rw [← sq_le_sq₀ (by positivity) (norm_nonneg _), mul_pow, Real.sq_sqrt (by linarith)]
    linarith [(abs_le.1 (b x)).1]
  have u2 := pow_le_pow_left₀ (norm_nonneg _) up 2
  have l2 := pow_le_pow_left₀ (Real.sqrt_nonneg _) lo 2
  rw [Real.sq_sqrt (by linarith)] at u2 l2
  refine ⟨(injective_iff_sigmaMin_pos Q).2 ((Real.sqrt_pos.2 (by linarith)).trans_le lo), ?_⟩
  rw [condSq, div_pow]
  exact div_le_div₀ (by linarith) u2 (by linarith) l2

/-- Two Cholesky-QR steps on independent columns with `ε κ² ≤ 1/4`: the first gives independent
orbitals with squared condition number at most 2 and a loss of orthogonality of at most
`ε κ²/(1 - ε κ²)`, the second leaves a loss of at most `2ε/(1 - 2ε)`. -/
theorem choleskyQR2 (hA : Injective A) (hk : ε * condSq A ≤ 1 / 4)
    (h₁ : Step ε A Q R) (h₂ : Step ε Q Q₂ R₂) :
    ‖overlap Q - 1‖ ≤ ε * condSq A / (1 - ε * condSq A) ∧
      Injective Q ∧ condSq Q ≤ 2 ∧ ‖overlap Q₂ - 1‖ ≤ 2 * ε / (1 - 2 * ε) := by
  have b1 := step_bound hA h₁ (by linarith)
  have b2 : ε * condSq A / (1 - ε * condSq A) ≤ 1 / 3 := by
    rw [div_le_iff₀ (by linarith)]
    linarith
  obtain ⟨hQ, hc⟩ := condSq_le_of_overlap (b1.trans b2) (by norm_num)
  have hc2 : condSq Q ≤ 2 := hc.trans (by norm_num)
  -- a condition number is at least one, so `ε` itself is at most `1/4`
  have hs := (injective_iff_sigmaMin_pos A).1 hA
  have hsA : sigmaMin A ≤ ‖A‖ := by
    obtain ⟨x, hx⟩ := exists_ne (0 : V)
    exact le_of_mul_le_mul_right (((le_sigmaMin_iff A _).1 le_rfl x).trans (A.le_opNorm x))
      (norm_pos_iff.2 hx)
  have hk1 : 1 ≤ condSq A := one_le_pow₀ ((one_le_div hs).2 hsA)
  have hε : 0 ≤ ε := by
    have hp : 0 < ‖A‖ ^ 2 := pow_pos (hs.trans_le hsA) 2
    exact le_of_mul_le_mul_right (by linarith [(norm_nonneg _).trans h₁.1]) hp
  have hε4 : ε ≤ 1 / 4 := (le_mul_of_one_le_right hε hk1).trans hk
  have ht : ε * condSq Q ≤ 2 * ε := by linarith [mul_le_mul_of_nonneg_left hc2 hε]
  refine ⟨b1, hQ, hc2, (step_bound hQ h₂ (by linarith)).trans ?_⟩
  rw [div_le_div_iff₀ (by linarith) (by linarith)]
  linarith

/-- The diagonal operator with real entries `a`, `b` on a two-dimensional space. -/
def diagOp (a b : ℝ) : EuclideanSpace ℂ (Fin 2) →L[ℂ] EuclideanSpace ℂ (Fin 2) :=
  Matrix.toEuclideanCLM (n := Fin 2) (𝕜 := ℂ) (Matrix.diagonal ![(a : ℂ), (b : ℂ)])

/-- The norm and the smallest singular value of a diagonal operator are the larger and the
smaller modulus of its entries. -/
theorem diagOp_norm_sigmaMin (a b : ℝ) :
    ‖diagOp a b‖ = max |a| |b| ∧ sigmaMin (diagOp a b) = min |a| |b| := by
  have hsq : ∀ x, ‖diagOp a b x‖ ^ 2 = a ^ 2 * ‖x 0‖ ^ 2 + b ^ 2 * ‖x 1‖ ^ 2 := fun x => by
    rw [EuclideanSpace.norm_sq_eq, Fin.sum_univ_two]
    simp [diagOp, Matrix.ofLp_toEuclideanCLM, Matrix.mulVec_diagonal, mul_pow]
  have hx : ∀ x : EuclideanSpace ℂ (Fin 2), ‖x‖ ^ 2 = ‖x 0‖ ^ 2 + ‖x 1‖ ^ 2 := fun x => by
    rw [EuclideanSpace.norm_sq_eq, Fin.sum_univ_two]
  have e0 : ‖diagOp a b (EuclideanSpace.single 0 1)‖ = |a| := by
    rw [← Real.sqrt_sq (norm_nonneg (diagOp a b _)), hsq, ← Real.sqrt_sq_eq_abs]
    simp
  have e1 : ‖diagOp a b (EuclideanSpace.single 1 1)‖ = |b| := by
    rw [← Real.sqrt_sq (norm_nonneg (diagOp a b _)), hsq, ← Real.sqrt_sq_eq_abs]
    simp
  constructor
  · refine le_antisymm (ContinuousLinearMap.opNorm_le_bound _ (by positivity) fun x => ?_)
      (max_le ?_ ?_)
    · rw [← sq_le_sq₀ (norm_nonneg _) (by positivity), mul_pow, hsq, hx, mul_add,
        ← sq_abs a, ← sq_abs b]
      gcongr
      · exact le_max_left _ _
      · exact le_max_right _ _
    · simpa [e0] using (diagOp a b).le_opNorm (EuclideanSpace.single 0 1)
    · simpa [e1] using (diagOp a b).le_opNorm (EuclideanSpace.single 1 1)
  · have hl := (le_sigmaMin_iff (diagOp a b) _).1 le_rfl
    refine le_antisymm (le_min ?_ ?_) ((le_sigmaMin_iff _ _).2 fun x => ?_)
    · simpa [e0] using hl (EuclideanSpace.single 0 1)
    · simpa [e1] using hl (EuclideanSpace.single 1 1)
    · have hm : 0 ≤ min |a| |b| := le_min (abs_nonneg a) (abs_nonneg b)
      rw [← sq_le_sq₀ (mul_nonneg hm (norm_nonneg _)) (norm_nonneg _), mul_pow, hsq, hx, mul_add,
        ← sq_abs a, ← sq_abs b]
      gcongr
      · exact min_le_left _ _
      · exact min_le_right _ _

/-- Two steps from `diag(26, 13)` with `ε = 25/676` and squared condition number 4; the first
attains the one-step bound on the loss of orthogonality. -/
theorem choleskyQR2_witness :
    Injective (diagOp 26 13) ∧ condSq (diagOp 26 13) = 4 ∧
      Step (25 / 676) (diagOp 26 13) (diagOp 1 (13 / 12)) (diagOp 26 12) ∧
      Step (25 / 676) (diagOp 1 (13 / 12)) (diagOp 1 1) (diagOp 1 (13 / 12)) ∧
      ‖overlap (diagOp 1 (13 / 12)) - 1‖ = (25 / 676 * 4) / (1 - 25 / 676 * 4) := by
  have comp : ∀ a b c d, diagOp a b ∘L diagOp c d = diagOp (a * c) (b * d) := fun a b c d =>
    (map_mul (Matrix.toEuclideanCLM (n := Fin 2) (𝕜 := ℂ)) _ _).symm.trans
      (congrArg _ (by ext i j; fin_cases i <;> fin_cases j <;> simp))
  have sub : ∀ a b c d, diagOp a b - diagOp c d = diagOp (a - c) (b - d) := fun a b c d =>
    (map_sub (Matrix.toEuclideanCLM (n := Fin 2) (𝕜 := ℂ)) _ _).symm.trans
      (congrArg _ (by ext i j; fin_cases i <;> fin_cases j <;> simp))
  have one : (1 : EuclideanSpace ℂ (Fin 2) →L[ℂ] EuclideanSpace ℂ (Fin 2)) = diagOp 1 1 :=
    (map_one (Matrix.toEuclideanCLM (n := Fin 2) (𝕜 := ℂ))).symm.trans
      (congrArg _ (by ext i j; fin_cases i <;> fin_cases j <;> simp))
  have adj : ∀ a b, ContinuousLinearMap.adjoint (diagOp a b) = diagOp a b := fun a b =>
    (map_star (Matrix.toEuclideanCLM (n := Fin 2) (𝕜 := ℂ)) _).symm.trans
      (congrArg _ (by ext i j; fin_cases i <;> fin_cases j <;> simp))
  have ov : ∀ a b, overlap (diagOp a b) = diagOp (a * a) (b * b) := fun a b => by
    rw [overlap, adj, comp]
  refine ⟨?_, ?_, ⟨?_, ?_⟩, ⟨?_, ?_⟩, ?_⟩
  · rw [injective_iff_sigmaMin_pos, (diagOp_norm_sigmaMin _ _).2]
    norm_num
  · rw [condSq, (diagOp_norm_sigmaMin _ _).1, (diagOp_norm_sigmaMin _ _).2]
    norm_num
  · rw [ov, ov, sub, (diagOp_norm_sigmaMin _ _).1, (diagOp_norm_sigmaMin _ _).1]
    norm_num
  · rw [comp]
    norm_num
  · rw [sub_self, norm_zero]
    positivity
  · rw [comp]
    norm_num
  · rw [ov, one, sub, (diagOp_norm_sigmaMin _ _).1]
    norm_num

end

end CholeskyQR
```

```lean
#print axioms CholeskyQR.choleskyQR2
```

```
'CholeskyQR.choleskyQR2' depends on axioms: [propext, Classical.choice, Quot.sound]
```

`le_sigmaMin_iff` turns the infimum into the inequality $\sigma\|x\|\le\|Ax\|$, and `injective_iff_sigmaMin_pos` identifies independent columns with $\sigma>0$. `abs_norm_sq_sub_le` bounds $|\langle x,Ex\rangle|$, using `inner_overlap`; `factor_bijective` then gives the lower bound on $\|Rx\|^2$ and the invertibility.

`step_bound` avoids writing $R^{-1}$. Given $y=Rx$, it picks $w$ with $Rw=(Q^*Q-1)Rx$. Then
$$\|Rw\|^2=|\langle Ex,w\rangle|\le\sigma^2t\,\|x\|\|w\|,\qquad \sigma^2(1-t)\|x\|\|w\|\le\|Rx\|\|Rw\|.$$
Together these give $(1-t)\|Rw\|^2\le t\|Rx\|\|Rw\|$. Dividing by $\|Rw\|$, with the zero case treated separately, yields the bound.

`condSq_le_of_overlap` compares $Q$ with the identity through `abs_norm_sq_sub_le`, and `choleskyQR2` combines the results with $\delta=1/3$ and $\kappa^2\ge1$.

`choleskyQR2_witness` gives a concrete case, with norms computed by `diagOp_norm_sigmaMin`: $A=\mathrm{diag}(26,13)$, $R=\mathrm{diag}(26,12)$, $\varepsilon=25/676$ and $\kappa^2=4$. Here $Q=\mathrm{diag}(1,13/12)$, and its loss of orthogonality, $25/144$, equals the first-pass bound. The second step in this example has no overlap error and returns the identity, so it does not test the sharpness of the second bound.
